# Two projector matrices less than one apart in operator norm are joined by an invertible transport matrix

If $P$ and $Q$ are the projector matrices of an electronic band at two momenta, and the operator norm of $P-Q$ is below one, then $W = PQ + (1-P)(1-Q)$ is invertible and satisfies $PW = WQ$. The matrix $W$ therefore carries the band at the second momentum onto the band at the first.

```lean
import Mathlib

open Matrix
open scoped Matrix.Norms.L2Operator

namespace BandTransport

noncomputable section

variable {n : Type*} [Fintype n] [DecidableEq n]

/-- The transport matrix `P Q + (1 - P)(1 - Q)` from the band with projector `Q`
to the band with projector `P`. -/
def transport (P Q : Matrix n n ℂ) : Matrix n n ℂ :=
  P * Q + (1 - P) * (1 - Q)

/-- The ordered product of the transport matrices between successive projectors
`P 0, P 1, ..., P N` along a path of momenta. -/
def pathTransport (P : ℕ → Matrix n n ℂ) : ℕ → Matrix n n ℂ
  | 0 => 1
  | N + 1 => pathTransport P N * transport (P N) (P (N + 1))

/-- If `Q` is idempotent, then on the band of `Q` the transport matrix acts as the matrix `P`. -/
theorem transport_mul_right {P Q : Matrix n n ℂ} (hQ : Q * Q = Q) :
    transport P Q * Q = P * Q := by
  calc transport P Q * Q = P * (Q * Q) + (1 - P) * (Q - Q * Q) := by
        rw [transport]; noncomm_ring
    _ = P * Q := by rw [hQ, sub_self, mul_zero, add_zero]

/-- For idempotent `P` and `Q`, the transport matrix intertwines the two projectors. -/
theorem transport_intertwines {P Q : Matrix n n ℂ} (hP : P * P = P) (hQ : Q * Q = Q) :
    P * transport P Q = transport P Q * Q := by
  rw [transport_mul_right hQ]
  calc P * transport P Q = (P * P) * Q + (P - P * P) * (1 - Q) := by
        rw [transport]; noncomm_ring
    _ = P * Q := by rw [hP, sub_self, zero_mul, add_zero]

/-- For idempotent `P` and `Q`, transport from `P` to `Q` followed by transport back
to `P` equals the identity minus the square of `P - Q`. -/
theorem transport_round_trip {P Q : Matrix n n ℂ} (hP : P * P = P) (hQ : Q * Q = Q) :
    transport P Q * transport Q P = 1 - (P - Q) * (P - Q) := by
  calc transport P Q * transport Q P
      = (transport P Q * Q) * P + (transport P Q - transport P Q * Q) * (1 - P) := by
        rw [transport.eq_1 Q P]; noncomm_ring
    _ = P * Q * P + (P * Q + (1 - P) * (1 - Q) - P * Q) * (1 - P) := by
        rw [transport_mul_right hQ, transport]
    _ = 1 - (P - Q) * (P - Q) + ((P * P - P) + (P * P - P) + (Q * Q - Q)) := by
        noncomm_ring
    _ = 1 - (P - Q) * (P - Q) := by simp only [hP, hQ, sub_self, add_zero]

/-- Band transport: if `P` and `Q` are idempotent and the operator norm of `P - Q` is
below one, the transport matrix is invertible and intertwines `P` and `Q`. -/
theorem band_transport {P Q : Matrix n n ℂ} (hP : P * P = P) (hQ : Q * Q = Q)
    (hd : ‖P - Q‖ < 1) :
    IsUnit (transport P Q) ∧ P * transport P Q = transport P Q * Q := by
  refine ⟨?_, transport_intertwines hP hQ⟩
  have : CompleteSpace (Matrix n n ℂ) := FiniteDimensional.complete ℂ _
  have hsq : ‖(P - Q) * (P - Q)‖ < 1 := by
    have h := norm_mul_le (P - Q) (P - Q)
    nlinarith [norm_nonneg (P - Q)]
  -- the round trip is invertible by the Neumann series
  have hu : IsUnit (transport P Q * transport Q P) := by
    rw [transport_round_trip hP hQ]
    exact isUnit_one_sub_of_norm_lt_one hsq
  -- hence so is its first factor, by determinants
  rw [Matrix.isUnit_iff_isUnit_det, Matrix.det_mul, isUnit_iff_ne_zero] at hu
  rw [Matrix.isUnit_iff_isUnit_det, isUnit_iff_ne_zero]
  exact left_ne_zero_of_mul hu

/-- For idempotent `P` and `Q` with the operator norm of `P - Q` below one, every vector `u` with
`P u = u` equals `P v` for exactly one vector `v` with `Q v = v`. -/
theorem existsUnique_state {P Q : Matrix n n ℂ} (hP : P * P = P) (hQ : Q * Q = Q)
    (hd : ‖P - Q‖ < 1) (u : n → ℂ) (hu : P *ᵥ u = u) :
    ∃! v : n → ℂ, Q *ᵥ v = v ∧ P *ᵥ v = u := by
  obtain ⟨hW, hi⟩ := band_transport hP hQ hd
  obtain ⟨V, hVW⟩ := hW.exists_left_inv
  have hWV : transport P Q * V = 1 := mul_eq_one_comm.1 hVW
  -- the inverse carries band `P` back to band `Q`
  have hQV : Q * V = V * P := by
    calc Q * V = (V * transport P Q) * (Q * V) := by rw [hVW, one_mul]
      _ = V * (transport P Q * Q) * V := by simp only [mul_assoc]
      _ = V * (P * transport P Q) * V := by rw [hi]
      _ = V * P * (transport P Q * V) := by simp only [mul_assoc]
      _ = V * P := by rw [hWV, mul_one]
  have key : ∀ x : n → ℂ, Q *ᵥ x = x → transport P Q *ᵥ x = P *ᵥ x := by
    intro x hx
    calc transport P Q *ᵥ x = transport P Q *ᵥ (Q *ᵥ x) := by rw [hx]
      _ = P *ᵥ (Q *ᵥ x) := by
        rw [Matrix.mulVec_mulVec, Matrix.mulVec_mulVec, transport_mul_right hQ]
      _ = P *ᵥ x := by rw [hx]
  have hv : Q *ᵥ (V *ᵥ u) = V *ᵥ u := by
    rw [Matrix.mulVec_mulVec, hQV, ← Matrix.mulVec_mulVec, hu]
  refine ⟨V *ᵥ u, ⟨hv, ?_⟩, ?_⟩
  · rw [← key _ hv, Matrix.mulVec_mulVec, hWV, Matrix.one_mulVec]
  · rintro y ⟨hy1, hy2⟩
    rw [← hy2, ← key y hy1, Matrix.mulVec_mulVec, hVW, Matrix.one_mulVec]

/-- Along a path of idempotent projectors whose successive differences have operator norm
below one, the ordered transport is invertible and intertwines the two end projectors. -/
theorem path_transport (P : ℕ → Matrix n n ℂ) (N : ℕ)
    (hP : ∀ i ≤ N, P i * P i = P i) (hd : ∀ i < N, ‖P i - P (i + 1)‖ < 1) :
    IsUnit (pathTransport P N) ∧ P 0 * pathTransport P N = pathTransport P N * P N := by
  induction N with
  | zero => simp [pathTransport]
  | succ N ih =>
    obtain ⟨hu, hc⟩ := ih (fun i hi => hP i (by omega)) (fun i hi => hd i (by omega))
    obtain ⟨hw, hi⟩ :=
      band_transport (hP N (by omega)) (hP (N + 1) le_rfl) (hd N (by omega))
    refine ⟨hu.mul hw, ?_⟩
    rw [pathTransport, ← mul_assoc, hc, mul_assoc, hi, ← mul_assoc]

/-- For Hermitian projectors `P` and `Q`, the transport matrix `W` satisfies
`W W† = W† W = 1 - (P - Q)²`. -/
theorem transport_unitarity_defect {P Q : Matrix n n ℂ} (hP : P * P = P) (hQ : Q * Q = Q)
    (hPh : P.IsHermitian) (hQh : Q.IsHermitian) :
    transport P Q * (transport P Q)ᴴ = 1 - (P - Q) * (P - Q) ∧
      (transport P Q)ᴴ * transport P Q = 1 - (P - Q) * (P - Q) := by
  -- the adjoint is the transport in the opposite direction
  have h : (transport P Q)ᴴ = transport Q P := by
    simp only [transport, Matrix.conjTranspose_add, Matrix.conjTranspose_mul,
      Matrix.conjTranspose_sub, Matrix.conjTranspose_one, hPh.eq, hQh.eq]
  rw [h]
  refine ⟨transport_round_trip hP hQ, ?_⟩
  rw [transport_round_trip hQ hP]
  noncomm_ring

/-- A two-orbital matrix `D` with `D† D = r²` and `r ≥ 0` has operator norm `r`. -/
theorem norm_eq_of_conjTranspose_mul_self (D : Matrix (Fin 2) (Fin 2) ℂ) (r : ℝ)
    (hr : 0 ≤ r) (h : Dᴴ * D = ((r ^ 2 : ℝ) : ℂ) • (1 : Matrix (Fin 2) (Fin 2) ℂ)) :
    ‖D‖ = r := by
  have h2 := CStarRing.norm_star_mul_self (x := D)
  rw [Matrix.star_eq_conjTranspose, h, norm_smul, CStarRing.norm_one, Complex.norm_real,
    Real.norm_of_nonneg (sq_nonneg r), mul_one] at h2
  exact (sq_eq_sq₀ (norm_nonneg D) hr).1 (by linarith)

/-- The projectors onto the orbital states `(1, 0)` and `(4/5, 3/5)` are Hermitian and
idempotent, and their difference has operator norm `3/5`. -/
theorem band_transport_witness :
    let P : Matrix (Fin 2) (Fin 2) ℂ := !![1, 0; 0, 0]
    let Q : Matrix (Fin 2) (Fin 2) ℂ := !![16 / 25, 12 / 25; 12 / 25, 9 / 25]
    P.IsHermitian ∧ Q.IsHermitian ∧ P * P = P ∧ Q * Q = Q ∧ ‖P - Q‖ = 3 / 5 := by
  intro P Q
  have hPh : P.IsHermitian := by
    ext i j; fin_cases i <;> fin_cases j <;> simp [P]
  have hQh : Q.IsHermitian := by
    ext i j; fin_cases i <;> fin_cases j <;> simp [Q]
  refine ⟨hPh, hQh, ?_, ?_, norm_eq_of_conjTranspose_mul_self _ _ (by norm_num) ?_⟩
  · ext i j; fin_cases i <;> fin_cases j <;> simp [P, Matrix.mul_apply, Fin.sum_univ_succ]
  · ext i j
    fin_cases i <;> fin_cases j <;> simp [Q, Matrix.mul_apply, Fin.sum_univ_succ] <;> norm_num
  · rw [Matrix.conjTranspose_sub, hPh.eq, hQh.eq]
    ext i j
    fin_cases i <;> fin_cases j <;>
      simp [P, Q, Matrix.mul_apply, Fin.sum_univ_succ] <;> norm_num

/-- In a space of just two orbitals, the projectors onto the first and onto the second differ by
operator norm exactly one, and their transport matrix is zero. -/
theorem norm_bound_sharp :
    let P : Matrix (Fin 2) (Fin 2) ℂ := !![1, 0; 0, 0]
    let Q : Matrix (Fin 2) (Fin 2) ℂ := !![0, 0; 0, 1]
    ‖P - Q‖ = 1 ∧ transport P Q = 0 := by
  intro P Q
  refine ⟨norm_eq_of_conjTranspose_mul_self _ _ zero_le_one ?_, ?_⟩
  · ext i j
    fin_cases i <;> fin_cases j <;> simp [P, Q, Matrix.mul_apply, Fin.sum_univ_succ]
  · ext i j
    fin_cases i <;> fin_cases j <;>
      simp [P, Q, transport, Matrix.mul_apply, Matrix.one_apply, Fin.sum_univ_two]

end

end BandTransport
```

```lean
#print axioms BandTransport.existsUnique_state
#print axioms BandTransport.path_transport
#print axioms BandTransport.transport_unitarity_defect
#print axioms BandTransport.norm_bound_sharp
```

```
'BandTransport.existsUnique_state' depends on axioms: [propext, Classical.choice, Quot.sound]
'BandTransport.path_transport' depends on axioms: [propext, Classical.choice, Quot.sound]
'BandTransport.transport_unitarity_defect' depends on axioms: [propext, Classical.choice, Quot.sound]
'BandTransport.norm_bound_sharp' depends on axioms: [propext, Classical.choice, Quot.sound]
```

## Comparing a band at two momenta

In a tight-binding crystal the Bloch Hamiltonian $H(k)$ is a finite matrix at each momentum $k$, and its normalised eigenvectors are fixed only up to a phase, or up to a unitary mixing where bands are degenerate. Comparing eigenvectors at two momenta therefore mixes physical change with arbitrary choices. The projector onto the band, or onto the group of bands, is free of these choices. The question is whether two such projectors alone determine a map that takes the states of one band to those of the other without losing any.

In the Lean code a band at one momentum is a matrix `P : Matrix n n ℂ` with `P * P = P`. The finite type `n` labels the orbitals of the unit cell, and `1` is the identity matrix. The projector may have any rank, so "band" here includes a group of bands. The norm `‖P - Q‖` is the operator norm belonging to the Euclidean length of coefficient vectors, selected by `Matrix.Norms.L2Operator`.

The main theorem, `band_transport`, assumes that both matrices are idempotent and that `‖P - Q‖ < 1`. It concludes that `transport P Q`, which is $W$, is invertible (`IsUnit`) and that $PW = WQ$. Hermiticity is not assumed, so oblique projectors are included. These occur, for example, when the Hamiltonian matrix is not Hermitian.

The order of the arguments needs attention: `transport P Q` acts on column vectors from the left and leads from band $Q$ to band $P$.

No Hamiltonian and no momentum appears in the hypotheses. The step left to the user is to show that the projectors of an actual $H(k)$ at neighbouring mesh points satisfy the norm bound. For a continuous $H(k)$ whose band group stays separated from the others by a gap, the projector varies continuously, and a fine enough mesh will do.

## The intertwining relation and the inverse

Idempotency gives $(1-Q)Q = 0$ and $P(1-P) = 0$. Hence

$$WQ = PQ\,Q + (1-P)(1-Q)Q = PQ,$$
$$PW = PP\,Q + P(1-P)(1-Q) = PQ.$$

The two right-hand sides agree, so $PW = WQ$. This needs no bound on the norm. The first line is `transport_mul_right`, and the second completes `transport_intertwines`. In both, `noncomm_ring` rearranges the product into a term containing a square such as $QQ$ and a term containing a difference such as $Q - QQ$. Idempotency then replaces the square by $Q$ and the difference by zero.

For invertibility, let $W' = QP + (1-Q)(1-P)$ be the transport in the opposite direction. In the product $WW'$ the cross terms contain $Q(1-Q)$ or $(1-Q)Q$ and vanish, which leaves

$$WW' = PQP + (1-P)(1-Q)(1-P).$$

The last term expands to

$$(1-P)(1-Q)(1-P) = 1 - P - Q + PQ + QP - PQP.$$

Adding $PQP$ gives

$$WW' = 1 - P - Q + PQ + QP = 1 - (P-Q)^2,$$

because $(P-Q)^2 = P + Q - PQ - QP$. This is `transport_round_trip`. Its calculation first uses $WQ = PQ$, then expands everything and collects the leftover terms $P^2 - P$ and $Q^2 - Q$, which are zero.

Now the norm bound enters. Since $\|(P-Q)^2\| \le \|P-Q\|^2 < 1$, the Neumann series

$$\sum_{m\ge 0} (P-Q)^{2m}$$

converges to the inverse of $1-(P-Q)^2$. So $WW'$ is invertible and

$$\det W \, \det W' \neq 0,$$

which forces $\det W \neq 0$. The proof of `band_transport` takes the same route: `nlinarith` supplies the bound on the square, `isUnit_one_sub_of_norm_lt_one` supplies the Neumann series, and the final lines pass to determinants.

## One vector of band $Q$ for each vector of band $P$

The theorem `existsUnique_state` puts the result in terms of vectors. Assume the hypotheses of `band_transport`, and let $u$ be a vector in band $P$, so that $Pu = u$. Then there is exactly one vector $v$ with $Qv = v$ and $Pv = u$. These are coefficient vectors of any length: if $u$ is normalised, $v$ in general is not.

The candidate is $v = W^{-1}u$. Multiplying $PW = WQ$ by $W^{-1}$ on both sides gives $QW^{-1} = W^{-1}P$, hence

$$Qv = W^{-1}Pu = W^{-1}u = v.$$

On vectors of band $Q$ the matrix $W$ acts as $P$, because $WQ = PQ$. Therefore $Pv = Wv = u$. If $y$ is another vector with $Qy = y$ and $Py = u$, then $Wy = Py = u$, and so $y = W^{-1}u = v$.

In the Lean proof `V` is the inverse of $W$, `hQV` is the relation $QW^{-1} = W^{-1}P$, and `key` says that $W$ and $P$ agree on band $Q$.

This bears on discretised Berry-phase calculations for tight-binding bands in an orthonormal orbital basis. There one forms the matrix of inner products between the coefficient vectors of the band states at neighbouring momenta. For Hermitian projectors that satisfy the norm bound, the statement above says that this overlap matrix is invertible.

## Chains of momenta

For a path of momenta, `P` in `path_transport` is a sequence of projectors $P_0, P_1, \dots, P_N$, and `pathTransport P N` is the ordered product

$$T_N = W(P_0,P_1)\,W(P_1,P_2)\cdots W(P_{N-1},P_N),$$

where $W(P_i,P_{i+1})$ is the transport matrix of neighbouring projectors and $T_0 = 1$. If each projector is idempotent and each successive difference has norm below one, then $T_N$ is invertible and $P_0T_N = T_NP_N$. The product leads from the last band to the first. The end projectors themselves may be far apart, since only single steps are bounded.

The proof is an induction on $N$. With the relation known for $T_N$, one more step gives

$$P_0T_NW(P_N,P_{N+1}) = T_NP_NW(P_N,P_{N+1}) = T_NW(P_N,P_{N+1})P_{N+1},$$

and a product of invertible matrices is invertible.

## How far $W$ is from unitary

In an orthonormal orbital basis the band projectors of a Hermitian Hamiltonian are Hermitian matrices. The adjoint of $W$, written `ᴴ` in Lean and $\dagger$ here, is then

$$W^\dagger = QP + (1-Q)(1-P) = W',$$

the transport in the opposite direction. The round-trip identity, used once in each order, gives

$$WW^\dagger = W^\dagger W = 1-(P-Q)^2.$$

This is `transport_unitarity_defect`, and it holds without a norm bound. The departure from unitarity is quadratic in $P-Q$. Transport by $W$ can thus shorten a state, and in a group of bands it can also make orthogonal states non-orthogonal. A calculation that needs orthonormal states has to orthonormalise them again after the transport.

## Two orbitals, near and orthogonal

The theorem `band_transport_witness` gives a concrete pair that meets the hypotheses: the projectors onto the normalised states $(1,0)$ and $(4/5,3/5)$. Their difference $D = P-Q$ satisfies $D^\dagger D = (9/25)\,1$, so its norm is $3/5$. The helper lemma `norm_eq_of_conjTranspose_mul_self` makes this inference from $\|D^\dagger D\| = \|D\|^2$, and the remaining checks are entry by entry. Here

$$W = \frac45\begin{pmatrix} 4/5 & 3/5 \\ -3/5 & 4/5 \end{pmatrix},$$

a rotation multiplied by $4/5$. It turns $(4/5,3/5)$ into $(4/5,0)$, which lies in band $P$ but has length $4/5$ instead of one, the factor being the overlap of the two states.

In `norm_bound_sharp` the two states are the orthogonal orbitals $(1,0)$ and $(0,1)$. Then $P-Q$ is diagonal with entries $1$ and $-1$ and has norm one, while both terms of $W$ vanish. The strict inequality in `band_transport` therefore can't be relaxed to $\|P-Q\| \le 1$. With more orbitals $W$ need not vanish, but if a momentum step turns the state of a single band into an orthogonal one, then $WQ = PQ = 0$, and $W$ annihilates the very state it should transport.

## Equal rank

The same argument gives a neighbouring result about the number of bands. Multiplication by an invertible matrix preserves rank, so under the hypotheses of `band_transport`

$$\operatorname{rank}P = \operatorname{rank}(PW) = \operatorname{rank}(WQ) = \operatorname{rank}Q.$$

Applied to $T_N$, it shows that the first and last projectors of a chain have equal rank: a band group followed in small enough steps keeps its number of bands. This corollary is derived here in prose and has no Lean theorem above.
